# Without local fields, no bounded exchange-correlation kernel changes the dielectric constant of an insulator

Take an insulator whose independent-particle density response at small wavenumber q is χ0(q) = −a q², with a > 0, and give it a constant exchange-correlation kernel k, as the LDA does when local fields are neglected. The response that includes the kernel is

P(q) = χ0/(1 − k χ0) = −a q²/(1 + k a q²),

and the dielectric function is

1 − (4π/q²) P(q) = 1 + 4πa/(1 + k a q²) → 1 + 4πa as q → 0+.

The constant k has dropped out. So if the dielectric constant eps is to differ from 1 + 4πa, the kernel should have to diverge, and I expect q² f(q) → 4π/(eps − 1) − 1/a for a general kernel f(q). Can this be made rigorous, for any χ0 with χ0/q² → −a, and checked by machine?

## The kernel as a difference of inverse responses

Yes, provided that eps ≠ 1. Start from the Dyson equation at q > 0:

P = χ0 + χ0 f P, that is, P (1 − f χ0) = χ0.

Since χ0/q² → −a ≠ 0, χ0(q) is nonzero for all small enough q > 0. There 1 − f χ0 cannot vanish, because the left side would be zero and the right side not. Hence P = χ0/(1 − f χ0), and P ≠ 0. Dividing the Dyson equation by χ0 P gives

f = 1/χ0 − 1/P.

Write ε(q) = 1 − (4π/q²) P(q), so that −q²/P = 4π/(ε(q) − 1). Multiplying f by q² then gives

q² f = 4π/(ε(q) − 1) + q²/χ0 → 4π/(eps − 1) − 1/a.

This limit is zero exactly when eps − 1 = 4πa. Otherwise |f| = |q² f|/q² grows without bound as q → 0+, and no bounded kernel can produce that eps.

In the other direction, suppose q² f → b with 1 + ab ≠ 0. Then

P/q² = (χ0/q²)/(1 − (q² f)(χ0/q²)) → −a/(1 + ab),

so ε(q) → 1 + 4πa/(1 + ab). If |f| ≤ B near zero, then |q² f| ≤ q² B → 0. This is the case b = 0, and the limit is 1 + 4πa.

For a numerical instance, let a = 3/π, so that 1 + 4πa = 13, and ask for eps = 11. The coefficient is

b = 4π/10 − π/3 = π/15 ≈ 0.209.

As a check, 1 + ab = 1 + 1/5 = 1.2, and 1 + 12/1.2 = 11.

## What the Lean theorems say

The functions `chi0`, `f` and `P` are real functions of one real wavenumber, and only q > 0 matters. `IsDysonResponse chi0 f P` says that the Dyson equation holds at every q > 0. Your quotient form with a nonzero denominator satisfies it. `dielectric P q` is ε(q) in atomic units, with the Coulomb interaction 4π/q².

The filter `𝓝[>] 0` means that q approaches zero through positive values, and `∀ᶠ q in 𝓝[>] 0` means "for all sufficiently small q > 0". The main theorem, `no_bounded_kernel`, concludes three things: the limit of q² f, that this limit is nonzero, and that no B bounds |f| near zero.

The hypothesis χ0/q² → −a is assumed, not derived from a band structure. It stands for a gapped system, in which a uniform static field induces a finite polarization; a is the independent-particle polarizability per volume. The theorems need only a ≠ 0 where you have a > 0, and the two converse theorems do not need even that. The condition eps ≠ 1 says that some electronic screening survives in the limit.

The model is static and keeps only the G = G′ = 0 element of each response matrix. Within that restriction, an LDA kernel in density functional perturbation theory leaves the electronic dielectric constant at its independent-particle value. In a full calculation the kernel also acts through the other elements, and an LDA kernel can then shift the result.

```lean
import Mathlib

open Filter Topology
open scoped Real

namespace LongRangeKernel

noncomputable section

/-- The irreducible response `P` solves the Dyson equation `P = chi0 + chi0 f P` with
exchange-correlation kernel `f` at every wavenumber `q > 0`. -/
def IsDysonResponse (chi0 f P : ℝ → ℝ) : Prop :=
  ∀ q, 0 < q → P q = chi0 q + chi0 q * f q * P q

/-- The dielectric function `1 - (4π/q²) P(q)` in atomic units, without local fields. -/
def dielectric (P : ℝ → ℝ) (q : ℝ) : ℝ := 1 - 4 * π / q ^ 2 * P q

/-- The kernel `(4π/(eps - 1) - 1/a)/q²`. -/
def tailKernel (a eps q : ℝ) : ℝ := (4 * π / (eps - 1) - 1 / a) / q ^ 2

/-- Where the independent-particle response `c` is nonzero, the Dyson equation forces
`1 - f c ≠ 0`, and the response is `c / (1 - f c)`. -/
theorem dyson_solution {c f p : ℝ} (hc : c ≠ 0) (h : p = c + c * f * p) :
    1 - f * c ≠ 0 ∧ p = c / (1 - f * c) := by
  have key : p * (1 - f * c) = c := by linear_combination h
  have hd : 1 - f * c ≠ 0 := by
    intro h0
    rw [h0, mul_zero] at key
    exact hc key.symm
  exact ⟨hd, (eq_div_iff hd).2 key⟩

/-- The kernel is the difference of the inverse responses, `f = 1/c - 1/p`. -/
theorem kernel_eq_inverse_difference {c f p : ℝ} (hc : c ≠ 0) (h : p = c + c * f * p) :
    p ≠ 0 ∧ f = 1 / c - 1 / p := by
  have hp : p ≠ 0 := by
    intro h0
    rw [h0, mul_zero, add_zero] at h
    exact hc h.symm
  refine ⟨hp, ?_⟩
  have h2 : f * (c * p) = p - c := by linear_combination -h
  have h3 : f = (p - c) / (c * p) := (eq_div_iff (mul_ne_zero hc hp)).2 h2
  rw [h3]
  field_simp

/-- If `chi0/q²` tends to `-a` and the dielectric function tends to `eps ≠ 1` as `q → 0+`,
then `q² f(q)` tends to `4π/(eps - 1) - 1/a`. -/
theorem kernel_tail {chi0 f P : ℝ → ℝ} {a eps : ℝ} (hD : IsDysonResponse chi0 f P)
    (ha : a ≠ 0) (h0 : Tendsto (fun q => chi0 q / q ^ 2) (𝓝[>] 0) (𝓝 (-a)))
    (he : Tendsto (dielectric P) (𝓝[>] 0) (𝓝 eps)) (h1 : eps ≠ 1) :
    Tendsto (fun q => q ^ 2 * f q) (𝓝[>] 0) (𝓝 (4 * π / (eps - 1) - 1 / a)) := by
  have lim : Tendsto (fun q => 4 * π / (dielectric P q - 1) + (chi0 q / q ^ 2)⁻¹)
      (𝓝[>] 0) (𝓝 (4 * π / (eps - 1) + (-a)⁻¹)) :=
    (tendsto_const_nhds.div (he.sub_const 1) (sub_ne_zero.2 h1)).add
      (h0.inv₀ (neg_ne_zero.2 ha))
  have hval : 4 * π / (eps - 1) + (-a)⁻¹ = 4 * π / (eps - 1) - 1 / a := by
    rw [inv_neg, one_div, ← sub_eq_add_neg]
  rw [hval] at lim
  refine Tendsto.congr' ?_ lim
  -- near q = 0 the response chi0 does not vanish, so the Dyson equation can be inverted
  filter_upwards [self_mem_nhdsWithin, h0.eventually_ne (neg_ne_zero.2 ha)] with q hq hne
  have hq0 : q ≠ 0 := ne_of_gt hq
  have hc : chi0 q ≠ 0 := by
    intro h
    exact hne (by rw [h, zero_div])
  obtain ⟨hp, hf⟩ := kernel_eq_inverse_difference hc (hD q hq)
  have e : dielectric P q - 1 = -(4 * π * P q / q ^ 2) := by
    unfold dielectric
    ring
  have e2 : 4 * π / (-(4 * π * P q / q ^ 2)) = -(q ^ 2 / P q) := by
    have hpi : π ≠ 0 := Real.pi_ne_zero
    field_simp
  rw [e, e2, hf, inv_div]
  ring

/-- The coefficient `4π/(eps - 1) - 1/a` is nonzero exactly when `eps` differs from
`1 + 4πa`. -/
theorem tail_ne_zero_iff {a eps : ℝ} (ha : a ≠ 0) (h1 : eps ≠ 1) :
    4 * π / (eps - 1) - 1 / a ≠ 0 ↔ eps ≠ 1 + 4 * π * a := by
  rw [ne_eq, ne_eq, not_iff_not, sub_eq_zero, div_eq_div_iff (sub_ne_zero.2 h1) ha]
  constructor <;> intro h <;> linarith

/-- A kernel for which `q² f(q)` has a nonzero limit diverges in magnitude as `q → 0+`. -/
theorem kernel_diverges {f : ℝ → ℝ} {b : ℝ} (hb : b ≠ 0)
    (h : Tendsto (fun q => q ^ 2 * f q) (𝓝[>] 0) (𝓝 b)) :
    Tendsto (fun q => |f q|) (𝓝[>] 0) atTop := by
  have hinv : Tendsto (fun q : ℝ => (q⁻¹) ^ 2) (𝓝[>] 0) atTop :=
    (tendsto_pow_atTop two_ne_zero).comp tendsto_inv_nhdsGT_zero
  refine Tendsto.congr' ?_ (Tendsto.pos_mul_atTop (abs_pos.2 hb) h.abs hinv)
  filter_upwards [self_mem_nhdsWithin] with q hq
  have hq0 : q ≠ 0 := ne_of_gt hq
  rw [abs_mul, abs_of_nonneg (sq_nonneg q)]
  field_simp

/-- If the dielectric function tends to `eps`, different from `1` and from `1 + 4πa`, then
`q² f(q)` has the nonzero limit `4π/(eps - 1) - 1/a`, and `f` is not bounded near `q = 0`. -/
theorem no_bounded_kernel {chi0 f P : ℝ → ℝ} {a eps : ℝ} (hD : IsDysonResponse chi0 f P)
    (ha : a ≠ 0) (h0 : Tendsto (fun q => chi0 q / q ^ 2) (𝓝[>] 0) (𝓝 (-a)))
    (he : Tendsto (dielectric P) (𝓝[>] 0) (𝓝 eps)) (h1 : eps ≠ 1)
    (h2 : eps ≠ 1 + 4 * π * a) :
    Tendsto (fun q => q ^ 2 * f q) (𝓝[>] 0) (𝓝 (4 * π / (eps - 1) - 1 / a)) ∧
      4 * π / (eps - 1) - 1 / a ≠ 0 ∧ ¬ ∃ B, ∀ᶠ q in 𝓝[>] 0, |f q| ≤ B := by
  have ht := kernel_tail hD ha h0 he h1
  have hn := (tail_ne_zero_iff ha h1).2 h2
  refine ⟨ht, hn, ?_⟩
  rintro ⟨B, hB⟩
  obtain ⟨q, hq1, hq2⟩ := (hB.and ((kernel_diverges hn ht).eventually_gt_atTop B)).exists
  exact absurd hq1 (not_le_of_gt hq2)

/-- Conversely, if `q² f(q)` tends to `b` with `1 + a b ≠ 0`, the dielectric function tends
to `1 + 4πa/(1 + a b)`. -/
theorem dielectric_of_tail {chi0 f P : ℝ → ℝ} {a b : ℝ} (hD : IsDysonResponse chi0 f P)
    (h0 : Tendsto (fun q => chi0 q / q ^ 2) (𝓝[>] 0) (𝓝 (-a)))
    (hf : Tendsto (fun q => q ^ 2 * f q) (𝓝[>] 0) (𝓝 b)) (hab : 1 + a * b ≠ 0) :
    Tendsto (dielectric P) (𝓝[>] 0) (𝓝 (1 + 4 * π * a / (1 + a * b))) := by
  have hden : Tendsto (fun q => 1 - q ^ 2 * f q * (chi0 q / q ^ 2)) (𝓝[>] 0)
      (𝓝 (1 + a * b)) := by
    have h := (hf.mul h0).const_sub 1
    have e : 1 - b * -a = 1 + a * b := by ring
    rwa [e] at h
  have lim := ((h0.div hden hab).const_mul (4 * π)).const_sub 1
  have e : 1 - 4 * π * (-a / (1 + a * b)) = 1 + 4 * π * a / (1 + a * b) := by ring
  rw [e] at lim
  refine Tendsto.congr' ?_ lim
  filter_upwards [self_mem_nhdsWithin, hden.eventually_ne hab] with q hq hd
  have hq0 : q ≠ 0 := ne_of_gt hq
  have e1 : q ^ 2 * f q * (chi0 q / q ^ 2) = f q * chi0 q := by field_simp
  rw [e1] at hd
  have hp : P q = chi0 q / (1 - f q * chi0 q) :=
    (eq_div_iff hd).2 (by linear_combination hD q hq)
  simp only [dielectric, Pi.div_apply]
  rw [e1, hp]
  ring

/-- With any kernel that stays bounded near `q = 0`, the dielectric function tends to
`1 + 4πa`. -/
theorem dielectric_of_bounded_kernel {chi0 f P : ℝ → ℝ} {a B : ℝ}
    (hD : IsDysonResponse chi0 f P)
    (h0 : Tendsto (fun q => chi0 q / q ^ 2) (𝓝[>] 0) (𝓝 (-a)))
    (hB : ∀ᶠ q in 𝓝[>] 0, |f q| ≤ B) :
    Tendsto (dielectric P) (𝓝[>] 0) (𝓝 (1 + 4 * π * a)) := by
  have hsq : Tendsto (fun q : ℝ => q ^ 2 * B) (𝓝[>] 0) (𝓝 0) := by
    have hc : Continuous (fun q : ℝ => q ^ 2 * B) := by fun_prop
    have h := (hc.tendsto 0).mono_left (nhdsWithin_le_nhds (s := Set.Ioi 0))
    simpa using h
  have hf : Tendsto (fun q => q ^ 2 * f q) (𝓝[>] 0) (𝓝 0) := by
    refine squeeze_zero_norm' ?_ hsq
    filter_upwards [hB] with q hq
    rw [Real.norm_eq_abs, abs_mul, abs_of_nonneg (sq_nonneg q)]
    exact mul_le_mul_of_nonneg_left hq (sq_nonneg q)
  simpa using dielectric_of_tail hD h0 hf (by simp)

/-- For `chi0 = -a q²` the kernel `tailKernel a eps` and the response `-(eps - 1) q²/(4π)`
satisfy the Dyson equation, and the dielectric function equals `eps` at every `q > 0`. -/
theorem tailKernel_witness {a eps : ℝ} (ha : a ≠ 0) (h1 : eps ≠ 1) :
    IsDysonResponse (fun q => -a * q ^ 2) (tailKernel a eps)
        (fun q => -((eps - 1) / (4 * π)) * q ^ 2) ∧
      ∀ q, 0 < q → dielectric (fun q => -((eps - 1) / (4 * π)) * q ^ 2) q = eps := by
  have hs : eps - 1 ≠ 0 := sub_ne_zero.2 h1
  have hpi : π ≠ 0 := Real.pi_ne_zero
  constructor
  · intro q hq
    have hq0 : q ≠ 0 := ne_of_gt hq
    simp only [tailKernel]
    field_simp
    ring
  · intro q hq
    have hq0 : q ≠ 0 := ne_of_gt hq
    simp only [dielectric]
    field_simp
    ring

end

end LongRangeKernel
```

```lean
#print axioms LongRangeKernel.dyson_solution
#print axioms LongRangeKernel.no_bounded_kernel
#print axioms LongRangeKernel.dielectric_of_bounded_kernel
```

```
'LongRangeKernel.dyson_solution' depends on axioms: [propext, Classical.choice, Quot.sound]
'LongRangeKernel.no_bounded_kernel' depends on axioms: [propext, Classical.choice, Quot.sound]
'LongRangeKernel.dielectric_of_bounded_kernel' depends on axioms: [propext, Classical.choice, Quot.sound]
```

## How the proof follows the algebra

`dyson_solution` recovers your quotient and shows that its denominator is nonzero. `kernel_eq_inverse_difference` proves P ≠ 0 and f = 1/χ0 − 1/P at a single wavenumber; `linear_combination` does the rearrangement of the Dyson equation.

`kernel_tail` first takes the limit of 4π/(ε(q) − 1) + (χ0/q²)⁻¹, using eps ≠ 1 and a ≠ 0 for the two inverses. `Tendsto.congr'` then transfers this limit to q² f, since the two expressions need to agree only near zero. `filter_upwards` selects the small positive q at which χ0/q² is nonzero, and there the inverse-difference formula applies.

`tail_ne_zero_iff` clears denominators to find the one exceptional value, 1 + 4πa. `kernel_diverges` writes |f| as |q² f| times (1/q)²: the first factor tends to |b| > 0 and the second to infinity. In `no_bounded_kernel`, a supposed bound B holds for all small q, while |f| > B also holds for all small q. Some q satisfies both, which is a contradiction.

`dielectric_of_tail` computes the limit of the quotient for P/q². Its condition 1 + ab ≠ 0 keeps the denominator away from zero near q = 0, so the Dyson equation can be solved for P there. `dielectric_of_bounded_kernel` squeezes q² f to zero and applies that theorem with b = 0.

Finally, `tailKernel_witness` takes χ0 = −a q² and the kernel (4π/(eps − 1) − 1/a)/q². It verifies by `field_simp` and `ring` that P = −(eps − 1) q²/(4π) solves the Dyson equation and that ε(q) = eps at every q > 0. In this model every eps ≠ 1 is therefore reached by an explicit kernel, including the value 11 in the numerical instance. Values below 1 are only formal, because the static electronic dielectric constant of a stable insulator is greater than 1.
